# For complete, downward branching ratios, the cascade matrix accounts for all the excitation energy

If I count only the first photon of each decay, energy goes missing. Take levels at 0, 2 and 3 eV. The top level decays to the middle one with probability 0.4 and straight to the ground level with probability 0.6. The first photon then carries $0.4\cdot 1+0.6\cdot 3=2.2$ eV on average, not 3 eV. I am told to sum powers of the branching matrix to include the later photons. With many levels and many routes between them, how do I know that this sum stops, and that it counts each photon with the right weight?

## Each decay goes down the ladder, so the sum stops

Number the levels $0,\dots,N$, with 0 the ground level. Let $P_{ij}$ be the branching ratio from level $i$ to level $j$, zero unless $j<i$, with $\sum_j P_{ij}=1$ for $i>0$. The cascade matrix is $C=\sum_{k=0}^{N}P^k$. Here $(P^k)_{ij}$ is the probability that a cascade from level $i$ is in level $j$ after $k$ decays. A downward cascade visits each level at most once, so $C_{ij}$ is the probability that it passes through $j$, with the starting level included.

Each step lowers the index by at least one, so $(P^k)_{ij}=0$ whenever $i<j+k$. Since $i\le N$, this gives $P^{N+1}=0$, and the sum telescopes:
$$C(1-P)=\sum_{k=0}^{N}(P^k-P^{k+1})=1-P^{N+1}=1.$$
The product $(1-P)C$ is 1 in the same way. Applied to any function $f$ of the level, the first identity reads
$$\sum_j C_{ij}\Big(f_j-\sum_k P_{jk}f_k\Big)=f_i .$$

For $f=1$ the bracket vanishes at excited levels and is 1 at $j=0$, where nothing decays. Hence $C_{i0}=1$: every cascade reaches the ground level.

Now let each transition $j\to k$ add an amount $w_{jk}$, and let $W_i$ be the mean total from level $i$. Averaging over the first step gives $W_i=\sum_k P_{ik}(w_{ik}+W_k)$, so $W_j-\sum_k P_{jk}W_k=\sum_k P_{jk}w_{jk}$. Setting $f=W$ yields
$$W_i=\sum_{jk}C_{ij}P_{jk}w_{jk}.$$

For level energies $E_j$ and $w_{jk}=E_j-E_k$, the function $W_j=E_j-E_0$ solves the first-step equation. At excited levels $\sum_k P_{jk}(E_j-E_k+E_k-E_0)=E_j-E_0$ by the row sum, and at the ground level both sides are zero. The mean emitted energy is therefore $E_i-E_0$.

In your example $C_{21}=0.4$, so the middle level adds $0.4\cdot 2=0.8$ eV to the 2.2 eV, which makes 3 eV.

If half the decays of a two-level system are missing from the list, $P_{10}=\tfrac12$, then $C_{10}=\tfrac12$ and the sum gives only $\tfrac12(E_1-E_0)$. The row sums are what close the budget.

## Levels, branching ratios and yields in Lean

Levels are elements of `Fin (N + 1)`; $N=0$ is allowed and leaves only the ground level. Rows of `P` are starting levels, whereas rate equations often use the transpose. `IsDownward` and `IsComplete` are the two conditions above; the second holds when no decay channel of an excited level is left out, but also when the ratios of an incomplete list have been rescaled to add up to one. The energies `E` are arbitrary reals. Only `cascade_bounds`, which places every $C_{ij}$ between 0 and 1, needs $P_{ij}\ge 0$.

`meanYield` is defined as the double sum, and `meanYield_eq` identifies it with any solution of the first-step equation. That this equation describes a real atom is a physical assumption: the branching out of a level must not depend on how the level was reached.

For simulated emission spectra, the energy identity gives a check on the normalisation of computed branching ratios, in a finite scheme where spontaneous photon emission is the only decay, free of collisions and reabsorption. It does not test the individual values: any downward ratios that add up to one for each excited level pass it.

```lean
import Mathlib

open Matrix

namespace RadiativeCascade

noncomputable section

variable {N : ℕ} {P : Matrix (Fin (N + 1)) (Fin (N + 1)) ℝ}

/-- Transitions only lead downward: the branching ratio from level `i` to level `j`
vanishes unless `j < i`. -/
def IsDownward (P : Matrix (Fin (N + 1)) (Fin (N + 1)) ℝ) : Prop :=
  ∀ i j, ¬ j < i → P i j = 0

/-- The branching ratios out of every excited level add up to one. -/
def IsComplete (P : Matrix (Fin (N + 1)) (Fin (N + 1)) ℝ) : Prop :=
  ∀ i, i ≠ 0 → ∑ j, P i j = 1

/-- The cascade matrix: the sum over all numbers `k ≤ N` of successive transitions
of the `k`-step branching matrix `P ^ k`. -/
def cascade (P : Matrix (Fin (N + 1)) (Fin (N + 1)) ℝ) :
    Matrix (Fin (N + 1)) (Fin (N + 1)) ℝ :=
  ∑ k ∈ Finset.range (N + 1), P ^ k

/-- For downward transitions, this is the yield, for a cascade starting in level `i`, of a quantity
that gains `w j k` in each transition from `j` to `k`. -/
def meanYield (P w : Matrix (Fin (N + 1)) (Fin (N + 1)) ℝ) (i : Fin (N + 1)) : ℝ :=
  ∑ j, ∑ k, cascade P i j * P j k * w j k

/-- For downward transitions, `k` steps cannot connect level `i` to level `j`
if `i < j + k`. -/
theorem pow_apply_eq_zero (hP : IsDownward P) (k : ℕ) :
    ∀ i j : Fin (N + 1), (i : ℕ) < j + k → (P ^ k) i j = 0 := by
  induction k with
  | zero =>
    intro i j h
    have hij : i ≠ j := by
      rintro rfl
      omega
    rw [pow_zero, Matrix.one_apply_ne hij]
  | succ k ih =>
    intro i j h
    rw [pow_succ, Matrix.mul_apply]
    apply Finset.sum_eq_zero
    intro l _
    by_cases hl : j < l
    · have hl' : (j : ℕ) < l := hl
      rw [ih i l (by omega), zero_mul]
    · rw [hP l j hl, mul_zero]

/-- For downward transitions the cascade matrix is the two-sided inverse of `1 - P`. -/
theorem cascade_inverse (hP : IsDownward P) :
    cascade P * (1 - P) = 1 ∧ (1 - P) * cascade P = 1 := by
  -- more than N successive decays are impossible
  have hN : P ^ (N + 1) = 0 := by
    ext i j
    exact pow_apply_eq_zero hP _ i j (by have := i.isLt; omega)
  constructor
  · rw [cascade, geom_sum_mul_neg, hN, sub_zero]
  · rw [cascade, mul_neg_geom_sum, hN, sub_zero]

/-- For downward transitions, any function `f` of the level is recovered by summing, with cascade
weights, the difference `f j - ∑ k, P j k * f k` over all levels `j`. -/
theorem cascade_balance (hP : IsDownward P) (f : Fin (N + 1) → ℝ) (i : Fin (N + 1)) :
    ∑ j, cascade P i j * (f j - ∑ k, P j k * f k) = f i := by
  have h : cascade P *ᵥ ((1 - P) *ᵥ f) = f := by
    rw [Matrix.mulVec_mulVec, (cascade_inverse hP).1, Matrix.one_mulVec]
  rw [Matrix.sub_mulVec, Matrix.one_mulVec] at h
  exact congrFun h i

/-- If transitions lead only downward and the branching ratios of each excited level
add up to one, the cascade matrix element from any level to the ground level is one. -/
theorem cascade_ground (hP : IsDownward P) (hrow : IsComplete P) (i : Fin (N + 1)) :
    cascade P i 0 = 1 := by
  have h0 : ∀ k, P 0 k = 0 := fun k => hP 0 k (not_lt.mpr (Fin.zero_le k))
  have h : ∑ j, cascade P i j * ((1 : ℝ) - ∑ k, P j k * 1) = 1 :=
    cascade_balance hP (fun _ => 1) i
  -- only the ground level fails to pass its population on
  have hs : ∀ j, cascade P i j * ((1 : ℝ) - ∑ k, P j k * 1)
      = if j = 0 then cascade P i 0 else 0 := by
    intro j
    by_cases hj : j = 0
    · subst hj
      simp [h0]
    · simp [hj, hrow j hj]
  rw [Finset.sum_congr rfl (fun j _ => hs j)] at h
  simpa using h

/-- For downward transitions, a function `W` of the starting level that obeys the
first-step equation (gain of the first transition plus `W` of the level reached,
averaged over the branching ratios) is the yield given by the cascade matrix. -/
theorem meanYield_eq (hP : IsDownward P) (w : Matrix (Fin (N + 1)) (Fin (N + 1)) ℝ)
    (W : Fin (N + 1) → ℝ) (hW : ∀ i, W i = ∑ k, P i k * (w i k + W k))
    (i : Fin (N + 1)) : meanYield P w i = W i := by
  refine Eq.trans ?_ (cascade_balance hP W i)
  unfold meanYield
  refine Finset.sum_congr rfl fun j _ => ?_
  have hj : W j - ∑ k, P j k * W k = ∑ k, P j k * w j k := by
    rw [sub_eq_iff_eq_add, ← Finset.sum_add_distrib]
    exact (hW j).trans (Finset.sum_congr rfl fun k _ => by ring)
  rw [hj, Finset.mul_sum]
  exact Finset.sum_congr rfl fun k _ => by ring

/-- If transitions lead only downward and the branching ratios of each excited level
add up to one, the mean energy emitted in a cascade from level `i` is `E i - E 0`. -/
theorem mean_emitted_energy (hP : IsDownward P) (hrow : IsComplete P)
    (E : Fin (N + 1) → ℝ) (i : Fin (N + 1)) :
    ∑ j, ∑ k, cascade P i j * P j k * (E j - E k) = E i - E 0 := by
  have h0 : ∀ k, P 0 k = 0 := fun k => hP 0 k (not_lt.mpr (Fin.zero_le k))
  -- the excitation energy obeys the first-step equation
  have key : ∀ j, E j - E 0 = ∑ k, P j k * (E j - E k + (E k - E 0)) := by
    intro j
    by_cases hj : j = 0
    · subst hj
      simp [h0]
    · calc E j - E 0 = (∑ k, P j k) * (E j - E 0) := by rw [hrow j hj, one_mul]
        _ = ∑ k, P j k * (E j - E k + (E k - E 0)) := by
          rw [Finset.sum_mul]
          exact Finset.sum_congr rfl fun k _ => by ring
  exact meanYield_eq hP (fun j k => E j - E k) (fun j => E j - E 0) key i

/-- For nonnegative, downward branching ratios that add up to one for each excited
level, every element of the cascade matrix lies between zero and one. -/
theorem cascade_bounds (hP : IsDownward P) (hrow : IsComplete P)
    (hnn : ∀ i j, 0 ≤ P i j) (i j : Fin (N + 1)) :
    0 ≤ cascade P i j ∧ cascade P i j ≤ 1 := by
  have hsum : ∀ i, ∑ k, P i k ≤ 1 := by
    intro i
    by_cases hi : i = 0
    · subst hi
      have h0 : ∀ k, P 0 k = 0 := fun k => hP 0 k (not_lt.mpr (Fin.zero_le k))
      simp [h0]
    · exact (hrow i hi).le
  have hup : ∀ k, k < j → cascade P k j = 0 := by
    intro k hk
    have hk' : (k : ℕ) < j := hk
    rw [cascade, Matrix.sum_apply]
    exact Finset.sum_eq_zero fun n _ => pow_apply_eq_zero hP n k j (by omega)
  -- the identity `C = 1 + P * C` for the cascade matrix `C`, written in elements
  have first : ∀ i, cascade P i j
      = (1 : Matrix (Fin (N + 1)) (Fin (N + 1)) ℝ) i j + ∑ k, P i k * cascade P k j := by
    intro i
    have h := (cascade_inverse hP).2
    rw [sub_mul, one_mul, sub_eq_iff_eq_add] at h
    have hij := congrFun (congrFun h i) j
    rwa [Matrix.add_apply, Matrix.mul_apply] at hij
  have main : ∀ n : ℕ, ∀ i : Fin (N + 1), (i : ℕ) = n →
      0 ≤ cascade P i j ∧ cascade P i j ≤ 1 := by
    intro n
    induction n using Nat.strong_induction_on with
    | _ n ih =>
      intro i hi
      have hterm : ∀ k, 0 ≤ P i k * cascade P k j ∧ P i k * cascade P k j ≤ P i k := by
        intro k
        by_cases hk : k < i
        · have hk' : (k : ℕ) < i := hk
          obtain ⟨h0, h1⟩ := ih k (by omega) k rfl
          exact ⟨mul_nonneg (hnn i k) h0, mul_le_of_le_one_right (hnn i k) h1⟩
        · simp [hP i k hk]
      rw [first i]
      by_cases hij : i = j
      · have hz : ∑ k, P i k * cascade P k j = 0 := by
          apply Finset.sum_eq_zero
          intro k _
          by_cases hk : k < i
          · rw [hup k (hij ▸ hk), mul_zero]
          · rw [hP i k hk, zero_mul]
        rw [hz, hij, Matrix.one_apply_eq]
        norm_num
      · rw [Matrix.one_apply_ne hij, zero_add]
        exact ⟨Finset.sum_nonneg fun k _ => (hterm k).1,
          (Finset.sum_le_sum fun k _ => (hterm k).2).trans (hsum i)⟩
  exact main i i rfl

/-- Three levels, where the top level decays to the middle one with branching ratio `b`
and directly to the ground level with `1 - b`. -/
def threeLevel (b : ℝ) : Matrix (Fin (2 + 1)) (Fin (2 + 1)) ℝ :=
  !![0, 0, 0; 1, 0, 0; 1 - b, b, 0]

/-- For `0 ≤ b ≤ 1` the three-level scheme has nonnegative, downward branching ratios
that add up to one for each excited level. -/
theorem threeLevel_witness (b : ℝ) (hb : 0 ≤ b) (hb1 : b ≤ 1) :
    IsDownward (threeLevel b) ∧ IsComplete (threeLevel b) ∧
      ∀ i j, 0 ≤ threeLevel b i j := by
  refine ⟨?_, ?_, ?_⟩
  · intro i j h
    fin_cases i <;> fin_cases j <;> simp_all [threeLevel]
  · intro i h
    fin_cases i <;> simp_all [threeLevel, Fin.sum_univ_succ]
  · intro i j
    fin_cases i <;> fin_cases j <;> simp [threeLevel, hb, hb1]

/-- In the three-level scheme the cascade matrix element from the top level to the
middle level is `b`, and those to the ground level are one. -/
theorem cascade_threeLevel (b : ℝ) :
    cascade (threeLevel b) = !![1, 0, 0; 1, 1, 0; 1, b, 1] := by
  have h : cascade (threeLevel b) = 1 + threeLevel b + threeLevel b * threeLevel b := by
    simp [cascade, Finset.sum_range_succ, pow_two]
  rw [h]
  ext i j
  fin_cases i <;> fin_cases j <;> simp [threeLevel]

end

end RadiativeCascade
```

```lean
#print axioms RadiativeCascade.cascade_ground
#print axioms RadiativeCascade.mean_emitted_energy
#print axioms RadiativeCascade.cascade_bounds
#print axioms RadiativeCascade.cascade_threeLevel
```

```
'RadiativeCascade.cascade_ground' depends on axioms: [propext, Classical.choice, Quot.sound]
'RadiativeCascade.mean_emitted_energy' depends on axioms: [propext, Classical.choice, Quot.sound]
'RadiativeCascade.cascade_bounds' depends on axioms: [propext, Classical.choice, Quot.sound]
'RadiativeCascade.cascade_threeLevel' depends on axioms: [propext, Classical.choice, Quot.sound]
```

## From vanishing powers to the energy sum

`pow_apply_eq_zero` uses induction on the number of steps. It splits off the last step, from `l` to `j`: either `j < l` and the induction hypothesis applies, or that branching ratio is zero. `cascade_inverse` then uses Mathlib's geometric sums, and `cascade_balance` applies the inverse to a vector.

`cascade_ground` takes $f=1$ and separates the ground level from the excited ones. `meanYield_eq` rearranges the first-step equation and inserts it into the balance. In `mean_emitted_energy`, `key` checks that equation for $E_j-E_0$.

For the bounds, `first` is $C=1+PC$ written in elements. Strong induction climbs the ladder: $C_{jj}=1$, because lower levels never lead back up to $j$ (`hup`), and for $i\ne j$ the element is a sum of numbers in $[0,1]$ with nonnegative weights totalling at most 1.

`threeLevel_witness` confirms that your scheme, with `b` for 0.4, meets all the conditions, and `cascade_threeLevel` gives its full cascade matrix.
